# Unitary scattering at a self-adjoint vertex of a quantum graph

## The vertex, its boundary condition and its scattering matrix

Finitely many half-lines meet at a vertex. They are labelled by a finite index set `n`, and each carries a coordinate $x\ge 0$ with the vertex at $x=0$, so that every derivative at the vertex points away from it. All matrices are square and complex, with rows and columns labelled by the edges; $X^\dagger$ is the conjugate transpose, written `Xᴴ` in Lean.

```lean
import Mathlib

open Matrix
open scoped ComplexOrder

namespace KostrykinSchraderVertex

noncomputable section

variable {n : Type*} [Fintype n] [DecidableEq n]
```

Two matrices $A$ and $B$ fix the boundary condition $A\psi(0)+B\psi'(0)=0$, where $\psi(0)$ and $\psi'(0)$ collect the values and derivatives on all edges. In Lean a wave function is defined on the whole real line and `deriv` is the two-sided derivative. For the plane waves used below it agrees with the one-sided derivative on the half-line.

```lean
/-- The vertex condition `A ψ(0) + B ψ'(0) = 0` for wave functions `ψ j` on the edges `j`,
each differentiable at the vertex `x = 0`. -/
def VertexCondition (A B : Matrix n n ℂ) (ψ : n → ℝ → ℂ) : Prop :=
  A *ᵥ (fun j => ψ j 0) + B *ᵥ (fun j => deriv (ψ j) 0) = 0
```

The vertex is called self-adjoint when $AB^\dagger$ is Hermitian and $AA^\dagger+BB^\dagger$ is invertible. The second condition says that the rows of the block matrix $(A\;B)$ are independent, so there are as many independent conditions as edges. Given this, the first says that the vertex neither creates nor absorbs probability current. Kostrykin and Schrader showed that such pairs describe the self-adjoint realisations of $-d^2/dx^2$ on the graph. Here the two matrix conditions are the starting point, and no differential operator is constructed.

```lean
/-- The Kostrykin-Schrader conditions on a vertex: `A Bᴴ` is Hermitian and
`A Aᴴ + B Bᴴ` is invertible. -/
def SelfAdjointVertex (A B : Matrix n n ℂ) : Prop :=
  (A * Bᴴ).IsHermitian ∧ IsUnit (A * Aᴴ + B * Bᴴ)
```

For real $k$ write $M(k)=A+ikB$, which is `pencil A B k`. Then $M(-k)=A-ikB$.

```lean
/-- The matrix `A + ikB` at real wave number `k`. -/
def pencil (A B : Matrix n n ℂ) (k : ℝ) : Matrix n n ℂ :=
  A + (Complex.I * (k : ℂ)) • B
```

The scattering matrix is $S(k)=-M(k)^{-1}M(-k)$.

```lean
/-- The scattering matrix `S(k) = -(A + ikB)⁻¹ (A - ikB)`, meaningful where `A + ikB` is
invertible. -/
def scattering (A B : Matrix n n ℂ) (k : ℝ) : Matrix n n ℂ :=
  -((pencil A B k)⁻¹ * pencil A B (-k))
```

On edge $j$ the wave is $a_je^{-ikx}+b_je^{ikx}$. With time factor $e^{-i\omega t}$, $\omega>0$ and $k>0$, the amplitudes $a_j$ belong to waves running into the vertex and the $b_j$ to waves running out.

```lean
/-- The plane waves `a j e^{-ikx} + b j e^{ikx}` on the edges. -/
def edgeWave (k : ℝ) (a b : n → ℂ) (j : n) (x : ℝ) : ℂ :=
  a j * Complex.exp (-(Complex.I * k) * x) + b j * Complex.exp ((Complex.I * k) * x)
```

## (a) Invertibility read off from the kernel

**Task.** Show that a square matrix $M$ is invertible exactly when it annihilates only the zero vector:
$$M\text{ invertible}\iff\bigl(Mv=0\Rightarrow v=0\text{ for all }v\bigr).$$

**Solution.** If $M$ is invertible and $Mv=0$, then $v=M^{-1}Mv=0$. Conversely, if only $v=0$ is annihilated, then $M$ is injective. An injective linear map from a finite-dimensional space to itself is also surjective, so $M$ is invertible.

Lean takes the route through the determinant: `IsUnit M` means $\det M\neq0$, and a Mathlib lemma says that $\det M=0$ exactly when some nonzero vector is annihilated.

```lean
/-- A square matrix is invertible exactly when it annihilates only the zero vector. -/
theorem isUnit_iff_kernel (M : Matrix n n ℂ) :
    IsUnit M ↔ ∀ v, M *ᵥ v = 0 → v = 0 := by
  rw [Matrix.isUnit_iff_isUnit_det, isUnit_iff_ne_zero, Ne,
    ← Matrix.exists_mulVec_eq_zero_iff]
  constructor
  · intro h v hv
    by_contra h0
    exact h ⟨v, h0, hv⟩
  · rintro h ⟨v, h0, hv⟩
    exact h0 (h v hv)
```

## (b) A sum of two squares

**Task.** Let $k\ne0$ be real. For arbitrary $A$ and $B$, show that
$$(AA^\dagger+k^2BB^\dagger)v=0\;\Longrightarrow\;A^\dagger v=0\text{ and }B^\dagger v=0.$$

**Solution.** Multiply from the left by $v^\dagger$. Since $v^\dagger XX^\dagger v=\|X^\dagger v\|^2$ for every matrix $X$,
$$0=\|A^\dagger v\|^2+k^2\|B^\dagger v\|^2 .$$
Both terms are nonnegative, so both vanish. Because $k^2\neq0$, both norms are zero, and hence both vectors are.

In the proof, `key` is the identity for $XX^\dagger$, `h1` is the displayed sum and `h2` splits it into two vanishing terms. The inequalities are stated between complex numbers, using the order in which $0\le z$ means that $z$ is real and nonnegative.

```lean
omit [DecidableEq n] in
/-- For real `k ≠ 0`, a vector annihilated by `A Aᴴ + k² B Bᴴ` is annihilated by both
`Aᴴ` and `Bᴴ`. -/
theorem gram_kernel (A B : Matrix n n ℂ) {k : ℝ} (hk : k ≠ 0) {v : n → ℂ}
    (h : (A * Aᴴ + (k : ℂ) ^ 2 • (B * Bᴴ)) *ᵥ v = 0) : Aᴴ *ᵥ v = 0 ∧ Bᴴ *ᵥ v = 0 := by
  have key (X : Matrix n n ℂ) :
      star v ⬝ᵥ ((X * Xᴴ) *ᵥ v) = star (Xᴴ *ᵥ v) ⬝ᵥ (Xᴴ *ᵥ v) := by
    rw [Matrix.star_mulVec, Matrix.conjTranspose_conjTranspose, ← Matrix.mulVec_mulVec,
      Matrix.dotProduct_mulVec (star v) X]
  -- the quadratic form of `A Aᴴ + k² B Bᴴ` at `v` is a sum of two nonnegative terms
  have h1 := congrArg (fun w => star v ⬝ᵥ w) h
  simp only [Matrix.add_mulVec, Matrix.smul_mulVec, dotProduct_add, dotProduct_smul,
    dotProduct_zero, key, smul_eq_mul] at h1
  have hk2 : (0 : ℂ) ≤ (k : ℂ) ^ 2 := by exact_mod_cast sq_nonneg k
  have h2 := (add_eq_zero_iff_of_nonneg (dotProduct_star_self_nonneg (Aᴴ *ᵥ v))
    (mul_nonneg hk2 (dotProduct_star_self_nonneg (Bᴴ *ᵥ v)))).1 h1
  have hkc : (k : ℂ) ^ 2 ≠ 0 := pow_ne_zero 2 (by exact_mod_cast hk)
  exact ⟨dotProduct_star_self_eq_zero.1 h2.1,
    dotProduct_star_self_eq_zero.1 ((mul_eq_zero.1 h2.2).resolve_left hkc)⟩
```

## (c) The cross terms of the Gram matrix

**Task.** Let $AB^\dagger$ be Hermitian and $k$ real. Show that
$$M(k)M(k)^\dagger=AA^\dagger+k^2BB^\dagger .$$

**Solution.** For real $k$, $M(k)^\dagger=A^\dagger-ikB^\dagger$. Expanding gives
$$M(k)M(k)^\dagger=AA^\dagger+k^2BB^\dagger+ik\,(BA^\dagger-AB^\dagger).$$
Hermiticity of $AB^\dagger$ means $BA^\dagger=(AB^\dagger)^\dagger=AB^\dagger$, so the bracket vanishes. The result depends on $k$ only through $k^2$, which part (f) will use.

In Lean, `h1` is the equation $BA^\dagger=AB^\dagger$ and `hs` is the conjugation of $ik$. After the expansion, `module` collects the coefficients.

```lean
omit [DecidableEq n] in
/-- If `A Bᴴ` is Hermitian, then `(A + ikB)(A + ikB)ᴴ = A Aᴴ + k² B Bᴴ` for real `k`. -/
theorem pencil_gram {A B : Matrix n n ℂ} (h : (A * Bᴴ).IsHermitian) (k : ℝ) :
    pencil A B k * (pencil A B k)ᴴ = A * Aᴴ + (k : ℂ) ^ 2 • (B * Bᴴ) := by
  have h1 := h.eq
  rw [Matrix.conjTranspose_mul, Matrix.conjTranspose_conjTranspose] at h1
  have hs : star (Complex.I * (k : ℂ)) = -(Complex.I * (k : ℂ)) := by simp
  have h2 : (k : ℂ) ^ 2 = -((Complex.I * k) * (Complex.I * k)) := by
    linear_combination (k : ℂ) ^ 2 * Complex.I_sq
  rw [pencil, Matrix.conjTranspose_add, Matrix.conjTranspose_smul, hs, h2]
  -- the cross terms cancel because `B Aᴴ = A Bᴴ`
  simp only [Matrix.add_mul, Matrix.mul_add, Matrix.smul_mul, Matrix.mul_smul, h1]
  module
```

## (d) No real singular wave number apart from zero

**Task.** Show that at a self-adjoint vertex
$$\det M(k)\neq0\quad\text{for every real }k\neq0 .$$

**Solution.** Let $M(k)M(k)^\dagger v=0$. By (c) and (b), $A^\dagger v=0$ and $B^\dagger v=0$. Then $(AA^\dagger+BB^\dagger)v=0$, and $v=0$ because this matrix is invertible. By (a), $M(k)M(k)^\dagger$ is invertible. Its determinant is $\det M(k)\,\det M(k)^\dagger$, so neither factor is zero.

At $k=0$ the matrix is $A$ itself, which can be singular: a single edge with the Neumann condition $\psi'(0)=0$ has $A=0$, $B=1$.

The Lean proof has the same two stages. `hg` is the invertibility of the product, and the last two lines pass to its left factor through the determinant.

```lean
/-- At a self-adjoint vertex `A + ikB` is invertible for every real `k ≠ 0`. -/
theorem pencil_isUnit {A B : Matrix n n ℂ} (h : SelfAdjointVertex A B) {k : ℝ}
    (hk : k ≠ 0) : IsUnit (pencil A B k) := by
  have hg : IsUnit (pencil A B k * (pencil A B k)ᴴ) := by
    rw [pencil_gram h.1, isUnit_iff_kernel]
    intro v hv
    obtain ⟨ha, hb⟩ := gram_kernel A B hk hv
    apply (isUnit_iff_kernel _).1 h.2 v
    rw [Matrix.add_mulVec, ← Matrix.mulVec_mulVec, ← Matrix.mulVec_mulVec, ha, hb]
    simp
  rw [Matrix.isUnit_iff_isUnit_det, Matrix.det_mul] at hg
  exact (Matrix.isUnit_iff_isUnit_det _).2 (isUnit_of_mul_isUnit_left hg)
```

## (e) The scattering matrix without an inverse

**Task.** Assuming only that $M(k)$ is invertible, show that
$$M(k)S(k)=-M(-k).$$

**Solution.** Insert the definition: $M(k)S(k)=-M(k)M(k)^{-1}M(-k)=-M(-k)$.

```lean
/-- Where `A + ikB` is invertible, `(A + ikB) S(k) = -(A - ikB)`. -/
theorem pencil_mul_scattering {A B : Matrix n n ℂ} {k : ℝ} (hM : IsUnit (pencil A B k)) :
    pencil A B k * scattering A B k = -pencil A B (-k) := by
  rw [scattering, mul_neg, Matrix.mul_nonsing_inv_cancel_left _ _
    ((Matrix.isUnit_iff_isUnit_det _).1 hM)]
```

## (f) Unitarity and reversal of the wave number

**Task.** For a self-adjoint vertex and real $k\neq0$, show that $M(k)$ is invertible and that
$$S(k)S(k)^\dagger=1,\qquad S(-k)=S(k)^{-1}.$$

**Solution.** Part (d) applies to both $k$ and $-k$, so $M(k)$ and $M(-k)$ are invertible. By (e), and then by (c) at $-k$ and at $k$,
$$M(k)\,S(k)S(k)^\dagger M(k)^\dagger=M(-k)M(-k)^\dagger=AA^\dagger+k^2BB^\dagger=M(k)M(k)^\dagger .$$
Cancelling $M(k)$ on the left and $M(k)^\dagger$ on the right gives $S(k)S(k)^\dagger=1$. For a square matrix this is unitarity.

For the second equation, apply (e) at $-k$ and then at $k$:
$$M(-k)S(-k)S(k)=-M(k)S(k)=M(-k).$$
Cancelling $M(-k)$ leaves $S(-k)S(k)=1$.

The Lean theorem states three things together: `IsUnit (pencil A B k)`, membership of `scattering A B k` in `Matrix.unitaryGroup n ℂ`, and the inverse relation. The first ensures that the inverse in the definition of $S(k)$ is a genuine one. The `calc` block is the first displayed chain, framed by the two cancellations, and the last bullet is the second chain.

For one non-interacting particle on half-lines joined at a single vertex, unitarity is conservation of probability: for $k>0$ and mass $m$, the outgoing flux $(\hbar k/m)\sum_j|b_j|^2$ equals the incoming flux $(\hbar k/m)\sum_j|a_j|^2$ whenever $b=S(k)a$. Graphs with internal edges of finite length are not treated.

```lean
/-- At a self-adjoint vertex and real `k ≠ 0`, `A + ikB` is invertible, `S(k)` is unitary,
and `S(-k)` is the inverse of `S(k)`. -/
theorem kostrykin_schrader {A B : Matrix n n ℂ} (h : SelfAdjointVertex A B) {k : ℝ}
    (hk : k ≠ 0) :
    IsUnit (pencil A B k) ∧ scattering A B k ∈ Matrix.unitaryGroup n ℂ ∧
      scattering A B (-k) = (scattering A B k)⁻¹ := by
  have hM := pencil_isUnit h hk
  have hN := pencil_isUnit h (neg_ne_zero.2 hk)
  have hMh : IsUnit (pencil A B k)ᴴ := hM.star
  refine ⟨hM, ?_, (Matrix.inv_eq_left_inv ?_).symm⟩
  · rw [Matrix.mem_unitaryGroup_iff, Matrix.star_eq_conjTranspose]
    -- `A + ikB` and `A - ikB` have the same Gram matrix
    apply hM.mul_left_cancel
    apply hMh.mul_right_cancel
    calc pencil A B k * (scattering A B k * (scattering A B k)ᴴ) * (pencil A B k)ᴴ
        = (pencil A B k * scattering A B k) * (pencil A B k * scattering A B k)ᴴ := by
          rw [Matrix.conjTranspose_mul]
          simp only [Matrix.mul_assoc]
      _ = pencil A B (-k) * (pencil A B (-k))ᴴ := by
          rw [pencil_mul_scattering hM, Matrix.conjTranspose_neg, neg_mul_neg]
      _ = pencil A B k * 1 * (pencil A B k)ᴴ := by
          rw [mul_one, pencil_gram h.1 (-k), pencil_gram h.1 k, Complex.ofReal_neg, neg_sq]
  · -- cancel `A - ikB` after moving it through both scattering matrices
    apply hN.mul_left_cancel
    rw [← Matrix.mul_assoc, pencil_mul_scattering hN, neg_neg, neg_mul,
      pencil_mul_scattering hM, neg_neg, mul_one]
```

## (g) What the scattering matrix does to plane waves

**Task.** Let the vertex be self-adjoint and $k\neq0$ real. Show that the waves $\psi_j(x)=a_je^{-ikx}+b_je^{ikx}$ satisfy
$$A\psi(0)+B\psi'(0)=0\iff b=S(k)a .$$

**Solution.** At the vertex $\psi(0)=a+b$ and $\psi'(0)=ik(b-a)$. Therefore
$$A(a+b)+ikB(b-a)=M(k)b+M(-k)a=M(k)\bigl(b-S(k)a\bigr),$$
where the last step uses (e). Since $M(k)$ is invertible, the left side vanishes exactly when $b=S(k)a$.

The Lean proof computes the derivatives instead of assuming them: `e` differentiates $e^{cx}$ at zero, while `h0` and `h1` give $\psi(0)$ and $\psi'(0)$. The displayed factorisation is `h2`, and part (a) turns invertibility into the required cancellation.

```lean
/-- At a self-adjoint vertex and real `k ≠ 0`, the plane waves `a e^{-ikx} + b e^{ikx}`
satisfy the vertex condition exactly when `b = S(k) a`. -/
theorem vertexCondition_iff {A B : Matrix n n ℂ} (h : SelfAdjointVertex A B) {k : ℝ}
    (hk : k ≠ 0) (a b : n → ℂ) :
    VertexCondition A B (edgeWave k a b) ↔ b = scattering A B k *ᵥ a := by
  have hM := pencil_isUnit h hk
  have e (c : ℂ) : HasDerivAt (fun x : ℝ => Complex.exp (c * x)) c 0 := by
    have h1 : HasDerivAt (fun z : ℂ => Complex.exp (c * z)) c ((0 : ℝ) : ℂ) := by
      simpa using ((hasDerivAt_id' ((0 : ℝ) : ℂ)).const_mul c).cexp
    exact h1.comp_ofReal
  have h0 : (fun j => edgeWave k a b j 0) = a + b := by
    funext j
    simp [edgeWave]
  have h1 : (fun j => deriv (edgeWave k a b j) 0) = (Complex.I * (k : ℂ)) • (b - a) := by
    funext j
    have hd : HasDerivAt (edgeWave k a b j) (Complex.I * k * (b j - a j)) 0 :=
      (((e (-(Complex.I * k))).const_mul (a j)).fun_add
        ((e (Complex.I * k)).const_mul (b j))).congr_deriv (by ring)
    exact hd.deriv
  -- the boundary condition is `(A + ikB)(b - S a) = 0`
  have h2 : A *ᵥ (a + b) + B *ᵥ ((Complex.I * (k : ℂ)) • (b - a))
      = pencil A B k *ᵥ (b - scattering A B k *ᵥ a) := by
    rw [Matrix.mulVec_sub (pencil A B k), Matrix.mulVec_mulVec, pencil_mul_scattering hM,
      Matrix.neg_mulVec]
    simp only [pencil, Matrix.add_mulVec, Matrix.smul_mulVec, Matrix.mulVec_add,
      Matrix.mulVec_smul, Matrix.mulVec_sub, Complex.ofReal_neg]
    module
  rw [VertexCondition, h0, h1, h2]
  constructor
  · intro hz
    exact sub_eq_zero.1 ((isUnit_iff_kernel _).1 hM _ hz)
  · intro hb
    rw [sub_eq_zero.2 hb, Matrix.mulVec_zero]
```

## (h) A delta coupling on two edges

**Task.** Number the edges 0 and 1, as Lean's `Fin 2` does. A delta coupling of real strength $\alpha$ requires $\psi_0=\psi_1$ and $\psi_0'+\psi_1'=\alpha\psi_0$ at the vertex. It models a point impurity on a line: a potential $g\,\delta(x)$ for a particle of mass $m$ gives $\alpha=2mg/\hbar^2$. Show that the vertex is self-adjoint by finding
$$AB^\dagger=\begin{pmatrix}0&0\\0&-\alpha\end{pmatrix},\qquad \det(AA^\dagger+BB^\dagger)=\alpha^2+4 .$$

**Solution.** The two conditions are the rows of
$$A=\begin{pmatrix}1&-1\\-\alpha&0\end{pmatrix},\qquad B=\begin{pmatrix}0&0\\1&1\end{pmatrix}.$$
Multiplying out gives the stated $AB^\dagger$, which is Hermitian because $\alpha$ is real. Further,
$$AA^\dagger+BB^\dagger=\begin{pmatrix}2&-\alpha\\-\alpha&\alpha^2+2\end{pmatrix},$$
whose determinant is $2\alpha^2+4-\alpha^2=\alpha^2+4>0$.

Lean checks Hermiticity entry by entry, and `hd` is the determinant. Parts (f) and (g) therefore apply to this vertex for every real $\alpha$, whether repulsive, attractive or zero.

```lean
/-- The delta coupling of real strength `α` on two edges, `ψ₀ = ψ₁` and `ψ₀' + ψ₁' = α ψ₀` at the
vertex, is self-adjoint. -/
theorem delta_witness (α : ℝ) :
    SelfAdjointVertex !![1, -1; -(α : ℂ), 0] !![0, 0; 1, 1] := by
  constructor
  · unfold Matrix.IsHermitian
    ext i j
    fin_cases i <;> fin_cases j <;>
      simp [Matrix.mul_apply, Matrix.vecMul, dotProduct, Fin.sum_univ_two]
  · rw [Matrix.isUnit_iff_isUnit_det, isUnit_iff_ne_zero]
    have hd : (!![1, -1; -(α : ℂ), 0] * !![1, -1; -(α : ℂ), 0]ᴴ
        + !![0, 0; 1, 1] * !![0, 0; 1, 1]ᴴ).det = ((α ^ 2 + 4 : ℝ) : ℂ) := by
      simp [Matrix.det_fin_two, Matrix.vecMul, dotProduct, Fin.sum_univ_two]
      ring
    rw [hd]
    exact Complex.ofReal_ne_zero.2 (by positivity)

end

end KostrykinSchraderVertex
```

```lean
#print axioms KostrykinSchraderVertex.kostrykin_schrader
#print axioms KostrykinSchraderVertex.vertexCondition_iff
```

```
'KostrykinSchraderVertex.kostrykin_schrader' depends on axioms: [propext, Classical.choice, Quot.sound]
'KostrykinSchraderVertex.vertexCondition_iff' depends on axioms: [propext, Classical.choice, Quot.sound]
```

## The delta coupling in numbers

Take $\alpha=2$ and $k=1$, in matching units of inverse length. Then
$$M(1)=\begin{pmatrix}1&-1\\-2+i&i\end{pmatrix},\qquad M(-1)=\begin{pmatrix}1&-1\\-2-i&-i\end{pmatrix},\qquad \det M(1)=-2+2i,$$
and the definition of the scattering matrix gives
$$S(1)=\frac12\begin{pmatrix}-1-i&1-i\\1-i&-1-i\end{pmatrix}.$$

A wave of unit amplitude arriving on edge 0 is reflected with amplitude $r=(-1-i)/2$ and transmitted with amplitude $t=(1-i)/2$. Both probabilities are $1/2$. The boundary condition holds as well: $1+r=t$ is continuity, and the derivatives add up to $i(r-1)+it=1-i=\alpha t$.

Repeating the calculation at $k=-1$ gives
$$S(-1)=\frac12\begin{pmatrix}-1+i&1+i\\1+i&-1+i\end{pmatrix}.$$
In the product $S(-1)S(1)$ the diagonal entries are $\tfrac14(2+2)=1$ and the off-diagonal ones are $\tfrac14(2i-2i)=0$, as part (f) requires.
